# Aligning Orbitals by a Unitary Matrix: Every Local Minimum of the Frobenius Misfit Is Global

Align one normalised orbital with itself by a phase factor $e^{\mathrm i\theta}$: the squared misfit $|e^{\mathrm i\theta}-1|^2=2-2\cos\theta$ falls steadily from the wrong sign $-1$ to the right one, whereas with only the real factors $\pm1$ allowed, $-1$ is stuck. For any finite number of orbitals, mixed by a unitary matrix, no false minimum is left either: as long as the misfit is not the smallest possible, turning the phase of a suitable linear combination of the orbitals lowers it.

In Lean 4 with Mathlib:

```lean
import Mathlib

open Matrix Filter Topology

noncomputable section

namespace UnitaryAlignment

variable {m n : Type*} [Fintype m] [Fintype n]

/-- Squared Frobenius norm of `A U - B`, for real or complex orbital coefficients. -/
def misfitSq {𝕜 : Type*} [RCLike 𝕜] (A B : Matrix m n 𝕜) (U : Matrix n n 𝕜) : ℝ :=
  ∑ i, ∑ j, ‖(A * U - B) i j‖ ^ 2

/-- The alignment misfit: the Frobenius norm of `A U - B`. -/
def misfit {𝕜 : Type*} [RCLike 𝕜] (A B : Matrix m n 𝕜) (U : Matrix n n 𝕜) : ℝ :=
  √(misfitSq A B U)

/-- Overlap matrix between the rotated orbitals `A U` and the target orbitals `B`. -/
def overlap (A B : Matrix m n ℂ) (U : Matrix n n ℂ) : Matrix n n ℂ :=
  Uᴴ * (Aᴴ * B)

variable [DecidableEq n]

/-- The matrix `1 + (exp(iθ) - 1) x x*`; for a unit vector `x` it multiplies the
orbital `x` by the phase `exp(iθ)` and leaves its orthogonal complement alone. -/
def phaseRotation (x : n → ℂ) (θ : ℝ) : Matrix n n ℂ :=
  1 + (Complex.exp (θ * Complex.I) - 1) • vecMulVec x (star x)

omit [Fintype n] in
/-- The adjoint of a phase rotation is the phase rotation by the opposite angle. -/
theorem phaseRotation_conjTranspose (x : n → ℂ) (θ : ℝ) :
    (phaseRotation x θ)ᴴ = phaseRotation x (-θ) := by
  have hP : (vecMulVec x (star x))ᴴ = vecMulVec x (star x) := by
    ext i j
    simp [vecMulVec_apply, mul_comm]
  have hc : star (Complex.exp (θ * Complex.I))
      = Complex.exp (((-θ : ℝ) : ℂ) * Complex.I) := by
    rw [Complex.star_def, ← Complex.exp_conj]
    simp
  unfold phaseRotation
  rw [conjTranspose_add, conjTranspose_one, conjTranspose_smul, hP, star_sub, star_one, hc]

/-- The phase rotation of a unit vector is unitary. -/
theorem phaseRotation_mem {x : n → ℂ} (hx : star x ⬝ᵥ x = 1) (θ : ℝ) :
    phaseRotation x θ ∈ unitaryGroup n ℂ := by
  have hPP : vecMulVec x (star x) * vecMulVec x (star x) = vecMulVec x (star x) := by
    ext i j
    have h : ∑ k, x i * star (x k) * (x k * star (x j))
        = x i * (star x ⬝ᵥ x) * star (x j) := by
      simp only [dotProduct, Finset.mul_sum, Finset.sum_mul, Pi.star_apply]
      exact Finset.sum_congr rfl fun k _ => by ring
    simp only [Matrix.mul_apply, vecMulVec_apply, Pi.star_apply]
    rw [h, hx, mul_one]
  have hab : Complex.exp (θ * Complex.I) * Complex.exp (((-θ : ℝ) : ℂ) * Complex.I) = 1 := by
    rw [← Complex.exp_add]
    simp
  refine mem_unitaryGroup_iff.mpr ?_
  rw [star_eq_conjTranspose, phaseRotation_conjTranspose]
  unfold phaseRotation
  simp only [add_mul, mul_add, one_mul, mul_one, smul_mul_assoc, mul_smul_comm, hPP]
  linear_combination (norm := module) hab • vecMulVec x (star x)

/-- For unitary `U` the squared misfit depends on `U` only through the real part of the
trace of the overlap matrix. -/
theorem misfitSq_eq (A B : Matrix m n ℂ) {U : Matrix n n ℂ} (hU : U ∈ unitaryGroup n ℂ) :
    misfitSq A B U
      = (trace (Aᴴ * A)).re + (trace (Bᴴ * B)).re - 2 * (trace (overlap A B U)).re := by
  have hU1 : U * Uᴴ = 1 := mem_unitaryGroup_iff.mp hU
  have hF : misfitSq A B U = (trace ((A * U - B)ᴴ * (A * U - B))).re := by
    unfold misfitSq
    generalize A * U - B = X
    simp only [trace, diag_apply, Matrix.mul_apply, conjTranspose_apply, Complex.re_sum]
    rw [Finset.sum_comm]
    refine Finset.sum_congr rfl fun j _ => Finset.sum_congr rfl fun i _ => ?_
    rw [Complex.sq_norm, Complex.normSq_apply]
    simp [Complex.mul_re]
  have hE : (A * U - B)ᴴ * (A * U - B)
      = Uᴴ * (Aᴴ * A) * U - overlap A B U - (overlap A B U)ᴴ + Bᴴ * B := by
    simp only [overlap, conjTranspose_sub, conjTranspose_mul, conjTranspose_conjTranspose,
      Matrix.sub_mul, Matrix.mul_sub, Matrix.mul_assoc]
    abel
  have hT : trace (Uᴴ * (Aᴴ * A) * U) = trace (Aᴴ * A) := by
    rw [Matrix.trace_mul_comm, ← Matrix.mul_assoc U Uᴴ, hU1, Matrix.one_mul]
  rw [hF, hE, trace_add, trace_sub, trace_sub, hT, trace_conjTranspose]
  simp only [Complex.add_re, Complex.sub_re, Complex.star_def, Complex.conj_re]
  ring

/-- Exact change of the squared misfit when a unitary `U` is followed by a phase rotation
of a unit vector `x`, in terms of the expectation value of the overlap matrix in `x`. -/
theorem misfitSq_phaseRotation (A B : Matrix m n ℂ) {U : Matrix n n ℂ}
    (hU : U ∈ unitaryGroup n ℂ) {x : n → ℂ} (hx : star x ⬝ᵥ x = 1) (θ : ℝ) :
    misfitSq A B (U * phaseRotation x θ) = misfitSq A B U
      + 2 * ((1 - Real.cos θ) * (star x ⬝ᵥ overlap A B U *ᵥ x).re
        - Real.sin θ * (star x ⬝ᵥ overlap A B U *ᵥ x).im) := by
  have hP : ∀ N : Matrix n n ℂ, trace (vecMulVec x (star x) * N) = star x ⬝ᵥ N *ᵥ x := by
    intro N
    simp only [trace, diag_apply, Matrix.mul_apply, vecMulVec_apply, dotProduct, mulVec,
      Finset.mul_sum, Pi.star_apply]
    rw [Finset.sum_comm]
    exact Finset.sum_congr rfl fun j _ => Finset.sum_congr rfl fun i _ => by ring
  have hO : overlap A B (U * phaseRotation x θ) = phaseRotation x (-θ) * overlap A B U := by
    unfold overlap
    rw [conjTranspose_mul, phaseRotation_conjTranspose, Matrix.mul_assoc]
  have hT : trace (phaseRotation x (-θ) * overlap A B U) = trace (overlap A B U)
      + (Complex.exp (((-θ : ℝ) : ℂ) * Complex.I) - 1) * (star x ⬝ᵥ overlap A B U *ᵥ x) := by
    unfold phaseRotation
    rw [Matrix.add_mul, Matrix.one_mul, Matrix.smul_mul, trace_add, trace_smul, hP, smul_eq_mul]
  rw [misfitSq_eq A B (mul_mem hU (phaseRotation_mem hx θ)), misfitSq_eq A B hU, hO, hT]
  simp only [Complex.add_re, Complex.mul_re, Complex.sub_re, Complex.sub_im,
    Complex.exp_ofReal_mul_I_re, Complex.exp_ofReal_mul_I_im, Complex.one_re, Complex.one_im,
    Real.cos_neg, Real.sin_neg]
  ring

/-- If `(1 - cos θ) a - sin θ b` is non-negative for all small angles, then `b = 0`
and `a ≥ 0`. -/
theorem small_angle_condition {a b : ℝ}
    (h : ∀ᶠ θ in 𝓝 (0 : ℝ), 0 ≤ (1 - Real.cos θ) * a - Real.sin θ * b) :
    b = 0 ∧ 0 ≤ a := by
  -- first order: the slope at zero angle is `-b`
  have hb : b = 0 := by
    have hd : HasDerivAt (fun θ : ℝ => (1 - Real.cos θ) * a - Real.sin θ * b) (-b) 0 := by
      have h1 := ((Real.hasDerivAt_cos 0).const_sub 1).mul_const a
      have h2 := (Real.hasDerivAt_sin 0).mul_const b
      exact (h1.fun_sub h2).congr_deriv (by simp)
    have hl : IsLocalMin (fun θ : ℝ => (1 - Real.cos θ) * a - Real.sin θ * b) 0 := by
      filter_upwards [h] with θ hθ
      simpa using hθ
    linarith [hl.hasDerivAt_eq_zero hd]
  refine ⟨hb, ?_⟩
  -- beyond first order: one small positive angle decides the sign of `a`
  obtain ⟨ε, hε, H⟩ := Metric.eventually_nhds_iff.mp h
  have ht : 0 < min (ε / 2) 1 := lt_min (by linarith) one_pos
  have hs := Real.sin_pos_of_pos_of_le_one ht (min_le_right _ _)
  have hH := @H (min (ε / 2) 1) (by
    rw [Real.dist_eq, sub_zero, abs_of_pos ht]
    linarith [min_le_left (ε / 2) 1])
  have hc : 0 < 1 - Real.cos (min (ε / 2) 1) := by
    nlinarith [Real.sin_sq_add_cos_sq (min (ε / 2) 1)]
  rw [hb, mul_zero, sub_zero] at hH
  exact nonneg_of_mul_nonneg_right hH hc

/-- At a local minimiser of the misfit within the unitary group, every expectation value
of the overlap matrix is real and non-negative. -/
theorem overlap_expectation_nonneg {A B : Matrix m n ℂ} {U : Matrix n n ℂ}
    (hU : U ∈ unitaryGroup n ℂ)
    (hmin : IsLocalMinOn (misfit A B) (unitaryGroup n ℂ : Set (Matrix n n ℂ)) U) (x : n → ℂ) :
    (star x ⬝ᵥ overlap A B U *ᵥ x).im = 0 ∧ 0 ≤ (star x ⬝ᵥ overlap A B U *ᵥ x).re := by
  have unit : ∀ y : n → ℂ, star y ⬝ᵥ y = 1 →
      (star y ⬝ᵥ overlap A B U *ᵥ y).im = 0 ∧ 0 ≤ (star y ⬝ᵥ overlap A B U *ᵥ y).re := by
    intro y hy
    have hcont : Continuous fun θ : ℝ => U * phaseRotation y θ := by
      unfold phaseRotation
      have he : Continuous fun θ : ℝ => Complex.exp ((θ : ℂ) * Complex.I) - 1 := by fun_prop
      exact continuous_const.mul (continuous_const.add (he.smul continuous_const))
    have h0 : U * phaseRotation y 0 = U := by simp [phaseRotation]
    have hlim : Tendsto (fun θ : ℝ => U * phaseRotation y θ) (𝓝 0)
        (𝓝[(unitaryGroup n ℂ : Set (Matrix n n ℂ))] U) := by
      refine tendsto_nhdsWithin_iff.mpr
        ⟨?_, Eventually.of_forall fun θ => mul_mem hU (phaseRotation_mem hy θ)⟩
      have h : Tendsto (fun θ : ℝ => U * phaseRotation y θ) (𝓝 0)
          (𝓝 (U * phaseRotation y 0)) := hcont.tendsto 0
      rwa [h0] at h
    have hm : ∀ᶠ V in 𝓝[(unitaryGroup n ℂ : Set (Matrix n n ℂ))] U,
        misfit A B U ≤ misfit A B V := hmin
    apply small_angle_condition
    filter_upwards [hlim.eventually hm] with θ hθ
    have hn : 0 ≤ misfitSq A B (U * phaseRotation y θ) := by
      unfold misfitSq
      positivity
    have h := (Real.sqrt_le_sqrt_iff hn).mp hθ
    rw [misfitSq_phaseRotation A B hU hy] at h
    linarith
  by_cases hx : x = 0
  · simp [hx]
  -- normalise `x` and scale back
  obtain ⟨i, hi⟩ := Function.ne_iff.mp hx
  have hs : 0 < ∑ i, ‖x i‖ ^ 2 :=
    Finset.sum_pos' (fun _ _ => by positivity)
      ⟨i, Finset.mem_univ i, pow_pos (norm_pos_iff.mpr hi) 2⟩
  have hxx : star x ⬝ᵥ x = ((∑ i, ‖x i‖ ^ 2 : ℝ) : ℂ) := by
    simp only [dotProduct, Pi.star_apply, Complex.star_def, Complex.conj_mul',
      Complex.ofReal_sum, Complex.ofReal_pow]
  generalize (∑ i, ‖x i‖ ^ 2) = s at hs hxx
  have hscale : ∀ N : Matrix n n ℂ,
      star (((√s)⁻¹ : ℝ) • x) ⬝ᵥ N *ᵥ (((√s)⁻¹ : ℝ) • x)
        = ((s⁻¹ : ℝ) : ℂ) * (star x ⬝ᵥ N *ᵥ x) := by
    intro N
    have hr : (√s)⁻¹ * (√s)⁻¹ = s⁻¹ := by
      rw [← mul_inv, Real.mul_self_sqrt hs.le]
    rw [star_smul, star_trivial, mulVec_smul, smul_dotProduct, dotProduct_smul, smul_smul, hr,
      Complex.real_smul]
  have hy := unit (((√s)⁻¹ : ℝ) • x) (by
    have h := hscale 1
    rw [one_mulVec, one_mulVec, hxx, ← Complex.ofReal_mul, inv_mul_cancel₀ hs.ne'] at h
    simpa using h)
  rw [hscale, Complex.im_ofReal_mul, Complex.re_ofReal_mul] at hy
  have hi' : 0 < s⁻¹ := inv_pos.mpr hs
  exact ⟨(mul_eq_zero.mp hy.1).resolve_left hi'.ne', nonneg_of_mul_nonneg_right hy.2 hi'⟩

/-- If all expectation values of `N` are real and non-negative, no unitary `W` makes the
real part of the trace of `W* N` larger than that of `N`. -/
theorem re_trace_le {N W : Matrix n n ℂ}
    (hN : ∀ x : n → ℂ, (star x ⬝ᵥ N *ᵥ x).im = 0 ∧ 0 ≤ (star x ⬝ᵥ N *ᵥ x).re)
    (hW : W * Wᴴ = 1) : (trace (Wᴴ * N)).re ≤ (trace N).re := by
  -- real expectation values make `N` Hermitian, by polarisation
  have hH : Nᴴ = N := by
    ext i j
    have e : ∀ (p q : n) (a b : ℂ),
        star (Pi.single p a : n → ℂ) ⬝ᵥ N *ᵥ (Pi.single q b) = star a * N p q * b := by
      intro p q a b
      rw [← Pi.single_star, single_dotProduct]
      change star a * ((fun k => N p k) ⬝ᵥ Pi.single q b) = _
      rw [dotProduct_single, mul_assoc]
    have h1 := (hN (Pi.single i 1)).1
    have h2 := (hN (Pi.single j 1)).1
    have h3 := (hN (Pi.single i 1 + Pi.single j 1)).1
    have h4 := (hN (Pi.single i 1 + Pi.single j Complex.I)).1
    simp only [star_add, mulVec_add, add_dotProduct, dotProduct_add, e, Complex.star_def,
      Complex.add_im, Complex.mul_im, Complex.mul_re, Complex.conj_re, Complex.conj_im,
      Complex.one_re, Complex.one_im, Complex.I_re, Complex.I_im] at h1 h2 h3 h4
    rw [conjTranspose_apply, Complex.star_def]
    apply Complex.ext
    · rw [Complex.conj_re]
      linarith
    · rw [Complex.conj_im]
      linarith
  have hpos : 0 ≤ (trace ((W - 1)ᴴ * (N * (W - 1)))).re := by
    have h : trace ((W - 1)ᴴ * (N * (W - 1)))
        = ∑ j, star (fun i => (W - 1) i j) ⬝ᵥ N *ᵥ (fun i => (W - 1) i j) := rfl
    rw [h, Complex.re_sum]
    exact Finset.sum_nonneg fun j _ => (hN _).2
  have hE : (W - 1)ᴴ * (N * (W - 1)) = Wᴴ * (N * W) - Wᴴ * N - (Wᴴ * N)ᴴ + N := by
    rw [conjTranspose_mul, conjTranspose_conjTranspose, hH, conjTranspose_sub,
      conjTranspose_one]
    noncomm_ring
  have hT : trace (Wᴴ * (N * W)) = trace N := by
    rw [Matrix.trace_mul_comm, Matrix.mul_assoc, hW, Matrix.mul_one]
  rw [hE, trace_add, trace_sub, trace_sub, hT, trace_conjTranspose] at hpos
  simp only [Complex.add_re, Complex.sub_re, Complex.star_def, Complex.conj_re] at hpos
  linarith

/-- No spurious minima: a unitary `U` that locally minimises the Frobenius norm of
`A U - B` within the unitary group minimises it over the whole unitary group. -/
theorem isMinOn_of_isLocalMinOn {A B : Matrix m n ℂ} {U : Matrix n n ℂ}
    (hU : U ∈ unitaryGroup n ℂ)
    (hmin : IsLocalMinOn (misfit A B) (unitaryGroup n ℂ : Set (Matrix n n ℂ)) U) :
    IsMinOn (misfit A B) (unitaryGroup n ℂ : Set (Matrix n n ℂ)) U := by
  refine isMinOn_iff.mpr fun V hV => Real.sqrt_le_sqrt ?_
  have hU1 : U * Uᴴ = 1 := mem_unitaryGroup_iff.mp hU
  have hU2 : Uᴴ * U = 1 := mem_unitaryGroup_iff'.mp hU
  have hV1 : V * Vᴴ = 1 := mem_unitaryGroup_iff.mp hV
  -- compare `U` with `V` through the relative rotation `U* V`
  have hW : Uᴴ * V * (Uᴴ * V)ᴴ = 1 := by
    rw [conjTranspose_mul, conjTranspose_conjTranspose, Matrix.mul_assoc,
      ← Matrix.mul_assoc V, hV1, Matrix.one_mul, hU2]
  have hO : (Uᴴ * V)ᴴ * overlap A B U = overlap A B V := by
    unfold overlap
    rw [conjTranspose_mul, conjTranspose_conjTranspose, Matrix.mul_assoc,
      ← Matrix.mul_assoc U, hU1, Matrix.one_mul]
  have h := re_trace_le (overlap_expectation_nonneg hU hmin) hW
  rw [hO] at h
  rw [misfitSq_eq A B hU, misfitSq_eq A B hV]
  linarith

/-- Over the real orthogonal group the statement fails: for one real orbital with
`A = B = 1`, the sign flip `U = -1` is a local but not a global minimiser. -/
theorem orthogonal_spurious_minimum :
    (-1 : Matrix (Fin 1) (Fin 1) ℝ) ∈ orthogonalGroup (Fin 1) ℝ ∧
    IsLocalMinOn (misfit (1 : Matrix (Fin 1) (Fin 1) ℝ) 1)
      (orthogonalGroup (Fin 1) ℝ : Set (Matrix (Fin 1) (Fin 1) ℝ)) (-1) ∧
    ¬ IsMinOn (misfit (1 : Matrix (Fin 1) (Fin 1) ℝ) 1)
      (orthogonalGroup (Fin 1) ℝ : Set (Matrix (Fin 1) (Fin 1) ℝ)) (-1) := by
  refine ⟨mem_unitaryGroup_iff.mpr (by simp), ?_, fun h => ?_⟩
  · have hc : Continuous fun V : Matrix (Fin 1) (Fin 1) ℝ => V 0 0 :=
      continuous_id.matrix_elem 0 0
    have hn : {V : Matrix (Fin 1) (Fin 1) ℝ | V 0 0 < 0} ∈ 𝓝 (-1) :=
      (isOpen_lt hc continuous_const).mem_nhds (by simp)
    -- near `-1` the orthogonal group has no other element
    filter_upwards [self_mem_nhdsWithin, nhdsWithin_le_nhds hn] with V hV hneg
    have hneg' : V 0 0 < 0 := hneg
    have hsq : V 0 0 * V 0 0 = 1 := by
      have h := congrFun (congrFun (mem_unitaryGroup_iff.mp hV) 0) 0
      simpa [Matrix.mul_apply, Matrix.star_apply] using h
    have hv : V 0 0 = -1 := by nlinarith
    have hV' : V = -1 := by
      ext i j
      fin_cases i
      fin_cases j
      simpa using hv
    rw [hV']
  · have h1 := isMinOn_iff.mp h 1 (one_mem (orthogonalGroup (Fin 1) ℝ))
    norm_num [misfit, misfitSq] at h1

end UnitaryAlignment
```

```lean
#print axioms UnitaryAlignment.isMinOn_of_isLocalMinOn
#print axioms UnitaryAlignment.orthogonal_spurious_minimum
```

```
'UnitaryAlignment.isMinOn_of_isLocalMinOn' depends on axioms: [propext, Classical.choice, Quot.sound]
'UnitaryAlignment.orthogonal_spurious_minimum' depends on axioms: [propext, Classical.choice, Quot.sound]
```

## Two sets of orbitals and a unitary between them

Orbitals from two calculations may span similar spaces and still differ by an arbitrary mixing. To compare them, one rotates the first set to lie as close as possible to the second. The columns of $A$ and $B$ hold the orbital coefficients, and $U$ mixes the columns of $A$. The quantity to minimise is `misfit A B U`, which is $\|AU-B\|_F$.

The theorem `isMinOn_of_isLocalMinOn` takes a unitary $U$ (`hU`) whose misfit is no larger than that of any unitary matrix in some neighbourhood of $U$ (`IsLocalMinOn`). It concludes that no unitary matrix at all has a smaller misfit (`IsMinOn`). The minimum need not be strict or unique. The finite types `m` and `n` label basis functions and orbitals; $A$ and $B$ are arbitrary complex matrices, with no condition on rank or orthonormality.

Reading the Frobenius norm as a distance between orbitals presupposes coefficients in a common orthonormal basis, which the hypotheses do not encode. The name `overlap` means $N=U^\dagger A^\dagger B$, the overlap between the rotated and target orbitals, and not the atomic-orbital overlap matrix $S$.

## Turning one phase at a time

Expanding the square and using $UU^\dagger=1$ under the trace gives `misfitSq_eq`:

$$\|AU-B\|_F^2=\operatorname{tr}A^\dagger A+\operatorname{tr}B^\dagger B-2\operatorname{Re}\operatorname{tr}N .$$

For a unit vector $x$, let $R(\theta)=1+(e^{\mathrm i\theta}-1)xx^\dagger$, the `phaseRotation`. Since $(xx^\dagger)^2=xx^\dagger$ and $R(\theta)^\dagger=R(-\theta)$, the product $R(\theta)R(\theta)^\dagger$ is $1$; these are the two lemmas on `phaseRotation`. Replacing $U$ by $UR(\theta)$ turns $N$ into $R(-\theta)N$. With $z=x^\dagger Nx$, the trace changes by $(e^{-\mathrm i\theta}-1)z$, so the squared misfit changes by exactly

$$2\big[(1-\cos\theta)\operatorname{Re}z-\sin\theta\,\operatorname{Im}z\big],$$

as `misfitSq_phaseRotation` states.

At a local minimum this is non-negative for all small $\theta$. Its derivative at zero, $-2\operatorname{Im}z$, must vanish; one small positive angle then gives $\operatorname{Re}z\ge0$. In `small_angle_condition` these steps are `hasDerivAt_eq_zero` and the angle `min (ε / 2) 1`. The lemma `overlap_expectation_nonneg` uses continuity of $\theta\mapsto UR(\theta)$ to carry local minimality over to small angles. It then rescales, so that $x^\dagger Nx$ is real and non-negative for every $x$; for $x\neq0$ the normalised expectation value is $x^\dagger Nx/x^\dagger x$.

## From single phases to every unitary

The lemma `re_trace_le` first shows that $N$ is Hermitian. Let $e_i$ be the unit coordinate vectors. The diagonal elements are real by the choice $x=e_i$. The choice $x=e_i+e_j$ makes $N_{ij}+N_{ji}$ real, and $x=e_i+\mathrm i e_j$ makes $\mathrm i(N_{ij}-N_{ji})$ real. Together they give $N_{ji}=N_{ij}^*$.

Now let $W$ be unitary. Summing $x^\dagger Nx\ge0$ over the columns $x$ of $W-1$ gives

$$0\le\operatorname{Re}\operatorname{tr}\big[(W-1)^\dagger N(W-1)\big]
=2\operatorname{Re}\operatorname{tr}N-2\operatorname{Re}\operatorname{tr}(W^\dagger N),$$

because $\operatorname{tr}(W^\dagger NW)=\operatorname{tr}N$ and $NW=(W^\dagger N)^\dagger$. In the code, `hpos` is the inequality and `hE` the expansion.

For any unitary $V$, the main theorem takes $W=U^\dagger V$. Then $W^\dagger N=V^\dagger A^\dagger B$, the overlap matrix belonging to $V$. Its trace has no larger real part than that of $N$, so by the first formula $V$ has no smaller misfit.

## Two orbitals with one wrong sign

Take $A=B=1$, the two-by-two identity, and $U=\operatorname{diag}(1,-1)$. Then $AU-B=\operatorname{diag}(0,-2)$, with squared misfit $4$, and $N=\operatorname{diag}(1,-1)$. For $x=(0,1)^T$ we have $z=-1$, so the phase rotation changes the squared misfit by $-2(1-\cos\theta)$. It falls at once, and reaches $0$ at $\theta=\pi$, where $U$ has become the identity.

With real orthogonal matrices this path is closed. The theorem `orthogonal_spurious_minimum` records the one-dimensional case $A=B=1$: the matrix $-1$ has misfit $2$ and is isolated in the group, hence a local minimiser, while $+1$ has misfit $0$.

## Alignment in an electronic-structure calculation

To align a finite set of orbitals from one SCF solution with equally many from another in the same atomic-orbital basis, one can turn the coefficient matrices $C_1$ and $C_2$ into $A=S^{1/2}C_1$ and $B=S^{1/2}C_2$. One then forms $A^\dagger B=C_1^\dagger SC_2$, computes its singular value decomposition $P\Sigma Q^\dagger$, and sets $U=PQ^\dagger$. Then $N=Q\Sigma Q^\dagger$ is Hermitian with non-negative eigenvalues, the same condition that the argument above finds at a local minimum.
